# Site operators on a ring satisfy the fermion anticommutation relations exactly when their crystal-momentum modes do

In a simplified model that ignores spin and keeps one orbital per atom, with all these orbitals orthonormal, electrons on a ring of $N$ equivalent atoms can be described by operators that remove an electron from one atom, or by normalised Fourier combinations of these that remove an electron of definite crystal momentum. Filling a band means occupying the second kind of mode, which raises the question whether these modes are fermions in the same sense as the sites.

```lean
import Mathlib

open Finset

namespace FermionsOnRing

noncomputable section

/-- The normalisation factor `N^(-1/2)` of the lattice Fourier transform. -/
def invSqrt (N : ℕ) : ℂ := ((Real.sqrt (N : ℝ) : ℝ) : ℂ)⁻¹

/-- The plane-wave phase `exp(-2πikx/N)` of crystal momentum `k` at site `x`. -/
def planeWave {N : ℕ} (k x : ZMod N) : ℂ :=
  Complex.exp (-(2 * Real.pi * Complex.I * (k.val : ℂ) * (x.val : ℂ) / (N : ℂ)))

variable {N : ℕ} [NeZero N] {A : Type*} [Ring A] [Algebra ℂ A]

/-- The crystal-momentum mode `c_k = N^(-1/2) ∑ₓ exp(-2πikx/N) cₓ`. -/
def mode (c : ZMod N → A) (k : ZMod N) : A :=
  invSqrt N • ∑ x, planeWave k x • c x

/-- The plane-wave phase is the standard character of the ring `ZMod N` evaluated at `-kx`. -/
theorem planeWave_eq (k x : ZMod N) :
    planeWave k x = ZMod.stdAddChar (-(k * x)) := by
  have h := ZMod.stdAddChar_coe (N := N) (-((k.val : ℤ) * (x.val : ℤ)))
  have e : ((-((k.val : ℤ) * (x.val : ℤ)) : ℤ) : ZMod N) = -(k * x) := by simp
  rw [e] at h
  rw [h, planeWave]
  congr 1
  push_cast
  ring

/-- Discrete orthogonality: the normalised sum over sites of a product of two plane waves is one
if their momenta add up to zero, and vanishes otherwise. -/
theorem planeWave_orthogonality (k q : ZMod N) :
    invSqrt N * invSqrt N * ∑ x, planeWave k x * planeWave q x
      = if k + q = 0 then 1 else 0 := by
  have hs : ∑ x, planeWave k x * planeWave q x = if k + q = 0 then (N : ℂ) else 0 := by
    have h := AddChar.sum_mulShift (-(k + q)) (ZMod.isPrimitive_stdAddChar N)
    calc ∑ x, planeWave k x * planeWave q x
        = ∑ x : ZMod N, ZMod.stdAddChar (x * -(k + q)) := by
          refine sum_congr rfl fun x _ => ?_
          rw [planeWave_eq, planeWave_eq, ← AddChar.map_add_eq_mul]
          congr 1
          ring
      _ = _ := by
          rw [h]
          simp only [neg_eq_zero, ZMod.card]
          split_ifs <;> simp
  have hN : (N : ℂ) ≠ 0 := Nat.cast_ne_zero.mpr (NeZero.ne N)
  have hr : ((Real.sqrt (N : ℝ) : ℝ) : ℂ) * ((Real.sqrt (N : ℝ) : ℝ) : ℂ) = (N : ℂ) := by
    rw [← Complex.ofReal_mul, Real.mul_self_sqrt (Nat.cast_nonneg N)]
    simp
  rw [hs, invSqrt, ← mul_inv, hr]
  split_ifs
  · exact inv_mul_cancel₀ hN
  · exact mul_zero _

/-- Applying the lattice Fourier transform twice inverts the ring in space: `cₓ ↦ c₋ₓ`. -/
theorem mode_mode (c : ZMod N → A) (x : ZMod N) : mode (mode c) x = c (-x) := by
  calc mode (mode c) x
      = ∑ k, ∑ y, (invSqrt N * invSqrt N * (planeWave x k * planeWave y k)) • c y := by
        simp only [mode, Finset.smul_sum, smul_smul]
        refine sum_congr rfl fun k _ => sum_congr rfl fun y _ => ?_
        have hc : planeWave k y = planeWave y k := by
          rw [planeWave_eq, planeWave_eq, mul_comm]
        rw [hc]
        congr 1
        ring
    _ = ∑ y, (invSqrt N * invSqrt N * ∑ k, planeWave x k * planeWave y k) • c y := by
        rw [Finset.sum_comm]
        simp only [Finset.mul_sum, Finset.sum_smul]
    _ = c (-x) := by
        -- orthogonality leaves only the site opposite to x
        simp only [planeWave_orthogonality]
        rw [Finset.sum_eq_single (-x)]
        · rw [if_pos (add_neg_cancel x), one_smul]
        · intro y _ hy
          rw [if_neg (fun h => hy (eq_neg_of_add_eq_zero_right h)), zero_smul]
        · simp

/-- Replacing each `c x` by `c (x + a)` multiplies the mode of momentum `k` by the phase
`exp(2πika/N)`. -/
theorem mode_translate (c : ZMod N → A) (a k : ZMod N) :
    mode (fun x => c (x + a)) k = planeWave (-k) a • mode c k := by
  have h : ∑ x, planeWave k x • c (x + a)
      = planeWave (-k) a • ∑ x, planeWave k x • c x := by
    rw [← Equiv.sum_comp (Equiv.addRight a) (fun x => planeWave k x • c x), Finset.smul_sum]
    refine sum_congr rfl fun x _ => ?_
    simp only [Equiv.coe_addRight, smul_smul]
    congr 1
    simp only [planeWave_eq]
    rw [← AddChar.map_add_eq_mul]
    congr 1
    ring
  rw [mode, mode, h]
  exact smul_comm _ _ _

/-- The anticommutator of two Fourier modes is the double Fourier sum of the anticommutators
of the site operators. -/
theorem mode_anticommutator (a b : ZMod N → A) (k q : ZMod N) :
    mode a k * mode b q + mode b q * mode a k
      = ∑ x, ∑ y, (invSqrt N * invSqrt N * (planeWave k x * planeWave q y)) •
          (a x * b y + b y * a x) := by
  have h1 : ∀ (f g : ZMod N → A) (k q : ZMod N), mode f k * mode g q
      = ∑ x, ∑ y, (invSqrt N * invSqrt N * (planeWave k x * planeWave q y)) •
          (f x * g y) := by
    intro f g k q
    simp only [mode, Finset.smul_sum, smul_smul, Finset.sum_mul_sum]
    refine sum_congr rfl fun x _ => sum_congr rfl fun y _ => ?_
    rw [smul_mul_smul_comm]
    congr 1
    ring
  have h2 := (h1 b a q k).trans Finset.sum_comm
  rw [h1 a b k q, h2, ← Finset.sum_add_distrib]
  refine sum_congr rfl fun x _ => ?_
  rw [← Finset.sum_add_distrib]
  refine sum_congr rfl fun y _ => ?_
  rw [smul_add, mul_comm (planeWave q y) (planeWave k x)]

variable [StarRing A]

/-- The canonical anticommutation relations `{cₓ, c_y} = 0` and `{cₓ, c_y†} = δₓ_y`. -/
def CAR (c : ZMod N → A) : Prop :=
  (∀ x y, c x * c y + c y * c x = 0) ∧
    ∀ x y, c x * star (c y) + star (c y) * c x = if x = y then 1 else 0

/-- The occupation operator `c_j† c_j` of the site or momentum `j`. -/
def occupation (c : ZMod N → A) (j : ZMod N) : A := star (c j) * c j

variable [StarModule ℂ A]

/-- The adjoint of the mode of momentum `k` is the Fourier mode of the adjoint site operators
at momentum `-k`. -/
theorem star_mode (c : ZMod N → A) (k : ZMod N) :
    star (mode c k) = mode (fun x => star (c x)) (-k) := by
  have hs : star (invSqrt N) = invSqrt N := by
    rw [invSqrt, star_inv₀]
    congr 1
    exact Complex.conj_ofReal _
  rw [mode, mode, star_smul, hs, star_sum]
  congr 1
  refine sum_congr rfl fun x _ => ?_
  have hp : star (planeWave k x) = planeWave (-k) x := by
    rw [planeWave_eq, planeWave_eq, neg_mul]
    exact (AddChar.map_neg_eq_conj _ _).symm
  rw [star_smul, hp]

/-- If the site operators satisfy the canonical anticommutation relations, so do the
crystal-momentum modes. -/
theorem car_mode {c : ZMod N → A} (h : CAR c) : CAR (mode c) := by
  refine ⟨fun k q => ?_, fun k q => ?_⟩
  · rw [mode_anticommutator]
    simp only [h.1, smul_zero, Finset.sum_const_zero]
  · rw [star_mode, mode_anticommutator]
    -- the site relations collapse the double sum to its diagonal
    simp only [h.2, smul_ite, smul_zero, Finset.sum_ite_eq, Finset.mem_univ, if_true]
    rw [← Finset.sum_smul, ← Finset.mul_sum, planeWave_orthogonality]
    by_cases hkq : k = q
    · subst hkq
      rw [if_pos (add_neg_cancel k), if_pos rfl, one_smul]
    · rw [if_neg (fun e => hkq (add_neg_eq_zero.mp e)), if_neg hkq, zero_smul]

/-- Operators on the sites of a ring satisfy the canonical anticommutation relations exactly when
their crystal-momentum modes do. -/
theorem car_iff_car_mode (c : ZMod N → A) : CAR c ↔ CAR (mode c) := by
  refine ⟨car_mode, fun h => ?_⟩
  -- transform once more: the result is the original family, inverted in space
  have h2 := car_mode h
  refine ⟨fun x y => ?_, fun x y => ?_⟩
  · simpa only [mode_mode, neg_neg] using h2.1 (-x) (-y)
  · simpa only [mode_mode, neg_neg, neg_inj] using h2.2 (-x) (-y)

/-- For fermions on the sites of a ring, the occupations of crystal momenta are self-adjoint,
idempotent and mutually commuting. -/
theorem momentum_occupation {c : ZMod N → A} (h : CAR c) (k q : ZMod N) :
    star (occupation (mode c) k) = occupation (mode c) k ∧
    occupation (mode c) k * occupation (mode c) k = occupation (mode c) k ∧
    occupation (mode c) k * occupation (mode c) q
      = occupation (mode c) q * occupation (mode c) k := by
  obtain ⟨h1, h2⟩ := car_mode h
  simp only [occupation]
  refine ⟨by rw [star_mul, star_star], ?_, ?_⟩
  · have hsq : mode c k * mode c k = 0 := by
      have e : mode c k * mode c k
          = (1 / 2 : ℂ) • (mode c k * mode c k + mode c k * mode c k) := by module
      rw [e, h1, smul_zero]
    have hn := h2 k k
    rw [if_pos rfl] at hn
    generalize mode c k = b at *
    calc star b * b * (star b * b)
        = star b * (b * star b + star b * b) * b - star b * star b * (b * b) := by
          noncomm_ring
      _ = star b * b := by rw [hn, hsq, mul_one, mul_zero, sub_zero]
  · by_cases hkq : k = q
    · rw [hkq]
    · have r1 := h2 k q
      have r4 := h2 q k
      rw [if_neg hkq] at r1
      rw [if_neg (Ne.symm hkq)] at r4
      have r3 := h1 k q
      have r2 : star (mode c k) * star (mode c q) + star (mode c q) * star (mode c k) = 0 := by
        rw [← star_mul, ← star_mul, ← star_add, h1, star_zero]
      generalize mode c k = a at *
      generalize mode c q = b at *
      -- move b† b through a† a, one anticommutator at a time
      calc star a * a * (star b * b)
          = star a * (a * star b + star b * a) * b
            - (star a * star b + star b * star a) * (a * b)
            + star b * star a * (a * b + b * a)
            - star b * (b * star a + star a * b) * a + star b * b * (star a * a) := by
            noncomm_ring
        _ = star b * b * (star a * a) := by
            rw [r1, r2, r3, r4]
            simp only [mul_zero, zero_mul, sub_zero, add_zero, zero_add]

/-- Explicit annihilation matrices for spinless fermions on a ring of two sites. -/
def twoSite (x : ZMod 2) : Matrix (Fin 4) (Fin 4) ℂ :=
  if x = 0 then !![0, 0, 1, 0; 0, 0, 0, 1; 0, 0, 0, 0; 0, 0, 0, 0]
  else !![0, 1, 0, 0; 0, 0, 0, 0; 0, 0, 0, -1; 0, 0, 0, 0]

/-- The two-site matrices satisfy the canonical anticommutation relations. -/
theorem car_witness : CAR twoSite := by
  have hx : ∀ x : ZMod 2, x = 0 ∨ x = 1 := by decide
  have h10 : (1 : ZMod 2) ≠ 0 := by decide
  have h01 : (0 : ZMod 2) ≠ 1 := by decide
  have t0 : twoSite 0 = !![0, 0, 1, 0; 0, 0, 0, 1; 0, 0, 0, 0; 0, 0, 0, 0] := by
    rw [twoSite, if_pos rfl]
  have t1 : twoSite 1 = !![0, 1, 0, 0; 0, 0, 0, 0; 0, 0, 0, -1; 0, 0, 0, 0] := by
    rw [twoSite, if_neg h10]
  -- the creation matrices, written out
  have s0 : star (twoSite 0) = !![0, 0, 0, 0; 0, 0, 0, 0; 1, 0, 0, 0; 0, 1, 0, 0] := by
    ext i j
    fin_cases i <;> fin_cases j <;> simp [t0]
  have s1 : star (twoSite 1) = !![0, 0, 0, 0; 1, 0, 0, 0; 0, 0, 0, 0; 0, 0, -1, 0] := by
    ext i j
    fin_cases i <;> fin_cases j <;> simp [t1]
  rw [t0] at s0
  rw [t1] at s1
  constructor <;> intro x y <;> rcases hx x with rfl | rfl <;> rcases hx y with rfl | rfl <;>
    simp only [t0, t1, s0, s1] <;>
    ext i j <;> fin_cases i <;> fin_cases j <;>
    simp [h10, h01]

end

end FermionsOnRing
```

```lean
#print axioms FermionsOnRing.mode_translate
#print axioms FermionsOnRing.car_iff_car_mode
#print axioms FermionsOnRing.momentum_occupation
```

```
'FermionsOnRing.mode_translate' depends on axioms: [propext, Classical.choice, Quot.sound]
'FermionsOnRing.car_iff_car_mode' depends on axioms: [propext, Classical.choice, Quot.sound]
'FermionsOnRing.momentum_occupation' depends on axioms: [propext, Classical.choice, Quot.sound]
```

## Sites, momenta and the algebra they live in

Let $c_x$ be the operator attached to site $x$, and let $\dagger$ denote the adjoint. The canonical anticommutation relations are

$$\{c_x,c_y\}=0,\qquad \{c_x,c_y^\dagger\}=\delta_{xy},\qquad \{u,v\}=uv+vu .$$

The first says that removing two electrons in the opposite order changes the sign, and for $x=y$ it gives $c_x^2=0$, the Pauli principle. The $\delta_{xy}$ in the second expresses that the orbitals are orthonormal; for overlapping atomic orbitals their overlap matrix would stand in its place. The relation between two creation operators is the adjoint of the first one. In the file, `CAR c` is this pair of conditions on a family `c : ZMod N → A`.

The index type `ZMod N` consists of the integers modulo $N$, so site $N$ is site $0$ again: this is the Born–von Karman boundary condition. Momenta carry the same kind of label, with $k$ standing for the wave number $2\pi k/N$ in units of the inverse lattice spacing. The assumption `NeZero N` excludes only $N=0$, for which `ZMod 0` is the infinite set of all integers and not a finite ring of sites. For $N=1$ the single mode is the single site operator.

The operators belong to a ring `A` with complex scalars and an adjoint `star`. `StarRing` says that the adjoint reverses products, and `StarModule` that it conjugates scalars. No norm, Hilbert space or Hamiltonian enters.

With the plane wave $w_k(x)=e^{-2\pi i kx/N}$, which is `planeWave k x`, the mode of momentum $k$ is

$$\tilde c_k=\frac{1}{\sqrt N}\sum_x w_k(x)\,c_x ,$$

written `mode c k`. The theorem `car_iff_car_mode` states that `CAR c` holds if and only if `CAR (mode c)` does, for every family $c$.

## From sites to momenta

The derivation rests on one sum over the ring,

$$\frac1N\sum_x w_k(x)\,w_q(x)=\delta_{k+q,0}.$$

The summand is $r^x$ with $r=e^{-2\pi i(k+q)/N}$. If $k+q=0$ modulo $N$, every term is $1$. Otherwise $r\neq1$ while $r^N=1$, and the geometric sum $(1-r^N)/(1-r)$ vanishes. In Lean, `planeWave_eq` first identifies $w_k(x)$ with Mathlib's standard additive character of `ZMod N` at $-kx$. The library's theorem on sums of a primitive character then replaces the geometric series in `planeWave_orthogonality`.

Next, for any two families $a_x$ and $b_y$, multiplying out the Fourier sums gives

$$\{\tilde a_k,\tilde b_q\}=\frac1N\sum_{x,y}w_k(x)\,w_q(y)\,\{a_x,b_y\}.$$

This is `mode_anticommutator`. Taking $a=b=c$, every term on the right is zero, so $\{\tilde c_k,\tilde c_q\}=0$.

For the mixed relation we need the adjoint of a mode. Conjugating a plane wave reverses its momentum, so

$$\tilde c_q^\dagger=\frac1{\sqrt N}\sum_y w_{-q}(y)\,c_y^\dagger ,$$

which is `star_mode`. Setting $a=c$ and $b=c^\dagger$, with momentum $-q$ in the second place,

$$\{\tilde c_k,\tilde c_q^\dagger\}=\frac1N\sum_{x,y}w_k(x)\,w_{-q}(y)\,\delta_{xy}=\frac1N\sum_x w_k(x)\,w_{-q}(x)=\delta_{kq}.$$

The proof of `car_mode` follows these lines: `Finset.sum_ite_eq` collapses the double sum to its diagonal, and orthogonality evaluates what remains.

## Back again by a second transform

The converse needs no separate inverse transform. Since $w_k(y)=w_y(k)$, applying the same transform to the modes gives

$$\tilde{\tilde c}_x=\frac1N\sum_y\Big(\sum_k w_x(k)\,w_y(k)\Big)c_y=\sum_y\delta_{x+y,0}\,c_y=c_{-x}.$$

This is `mode_mode`: two transforms reflect the ring through site $0$. If the modes satisfy the anticommutation relations, the forward result applied to them shows that the family $c_{-x}$ does too. Evaluating at $-x$ and $-y$ returns the relations for $c_x$ and $c_y$, which is how `car_iff_car_mode` closes.

The file also records how the modes respond to a shift. If $c_x$ is replaced by $c_{x+a}$, relabelling the sum produces the factor $e^{2\pi i ka/N}$ in front of $\tilde c_k$. This is `mode_translate`, the Bloch phase for annihilation operators.

## Occupations of crystal momenta

Let $n_k=\tilde c_k^\dagger\tilde c_k$, written `occupation (mode c) k`. If the sites satisfy the relations, `momentum_occupation` gives three properties. First, $n_k^\dagger=n_k$, because the adjoint reverses the product. Second, $n_k$ is idempotent:

$$n_k^2=\tilde c_k^\dagger(1-\tilde c_k^\dagger\tilde c_k)\tilde c_k=n_k-\tilde c_k^\dagger\tilde c_k^\dagger\tilde c_k\tilde c_k=n_k ,$$

since $\tilde c_k^2=0$. When the algebra is represented by operators on a state space, every eigenvalue of $n_k$ is therefore zero or one. Third, the $n_k$ commute. For $k\ne q$, write $a=\tilde c_k$ and $b=\tilde c_q$; each step below exchanges one neighbouring pair and changes the sign:

$$a^\dagger a\,b^\dagger b=-a^\dagger b^\dagger a b=b^\dagger a^\dagger a b=-b^\dagger a^\dagger b a=b^\dagger b\,a^\dagger a .$$

Lean gathers the four exchanges into a single identity, checked by `noncomm_ring`, in which each correction term contains an anticommutator that is zero.

Since the $n_k$ are commuting projections, the occupations of different momenta are compatible observables. The file constructs no vacuum and no filled state; those require a representation on a state space.

That the relations have a concrete realisation is shown for two sites by `twoSite`. In the basis $|00\rangle,|01\rangle,|10\rangle,|11\rangle$ of occupations of sites $0$ and $1$, its matrices remove an electron from either site. The entry $-1$ in the second matrix is the sign picked up in passing an electron on site $0$. `car_witness` checks all the relations entry by entry. The corresponding modes are $(c_0\pm c_1)/\sqrt2$, the bonding and antibonding combinations of a dimer with the usual sign of the hopping.

## The transform in a band calculation

For a finite periodic ring with one spinless orbital per site, the equivalence justifies changing from site operators to Bloch operators in a second-quantised lattice model. It concerns the operators alone, so it holds with or without interactions, but only for suitable Hamiltonians does the change of modes simplify the problem. The standard case is nearest-neighbour hopping of strength $t$ on a ring of at least three sites (for $N=2$ the sum below would count the single bond twice), where the same Fourier sums turn

$$-t\sum_x\big(c_x^\dagger c_{x+1}+c_{x+1}^\dagger c_x\big)\quad\text{into}\quad-2t\sum_k\cos(2\pi k/N)\,n_k ,$$

and a ground state for a given electron number is found by filling the lowest values.

In a program that stores the one-body density matrix $\rho_{xy}=\langle c_x^\dagger c_y\rangle$, the momentum occupations are

$$\langle n_k\rangle=\frac1N\sum_{x,y}e^{2\pi i k(x-y)/N}\rho_{xy}.$$

The factor $1/N$ comes from the two factors $N^{-1/2}$ in the modes. If the modes were defined by the sum over sites without its factor $N^{-1/2}$, they would satisfy $\{\tilde c_k,\tilde c_q^\dagger\}=N\delta_{kq}$, and $\tilde c_k^\dagger\tilde c_k$ would be too large by the factor $N$.

## A general unitary in place of the plane waves

The statement could also have been modelled with an arbitrary unitary matrix $U$ over a finite set of orbitals and modes $\sum_x U_{kx}c_x$. Orthogonality of plane waves would become $UU^\dagger=1$, and the converse would use $U^\dagger$ instead of a second transform. That version would include spin, several orbitals per cell and open chains. It would lose what belongs to the ring: the Bloch phase under translation, and the reflection produced by transforming twice.
